# Two spin-polarised free fermions on a line have density-matrix nodes only at coincidences

Where does the density matrix of two identical free fermions change sign as the particles move? Only its sign matters here, so it can be modelled without its positive normalisation. The one-particle density matrix between positions $x$ and $y$ becomes the Gaussian kernel

$$K(x,y)=e^{-a\|x-y\|^2},\qquad a=\frac{m}{2\hbar^2\tau},$$

where $m$ is the particle mass and $\tau$ is the imaginary time, an inverse energy. The condition $a>0$ thus stands for a positive mass and a positive, finite imaginary time. The two particles have the same spin state and do not interact.

The positions may lie in any real inner product space, so the line, the plane and ordinary space are treated together. That this Gaussian is the position matrix element of $e^{-\tau H}$ for the free Hamiltonian $H$ in unbounded space is taken from physics as a definition and is not derived. A periodic box would have a different kernel.

## The sign by hand

Number the particles 0 and 1. One configuration is $x=(x_0,x_1)$, the other is $y=(y_0,y_1)$. Antisymmetrisation gives the determinant

$$D(x,y)=K(x_0,y_0)K(x_1,y_1)-K(x_0,y_1)K(x_1,y_0).$$

In $d$ dimensions the normalised density matrix is $\tfrac12(a/\pi)^d D(x,y)$, which has the same sign as $D$.

The first term pairs the particles directly, the second with an exchange. To compare them, subtract the direct squared distances from the exchanged ones. Every squared norm of a single position cancels, and the cross terms remain:

$$\begin{aligned}
&\|x_0-y_1\|^2+\|x_1-y_0\|^2-\|x_0-y_0\|^2-\|x_1-y_1\|^2\\
&\quad=2\left(x_0\cdot y_0+x_1\cdot y_1-x_0\cdot y_1-x_1\cdot y_0\right)\\
&\quad=2\,(x_0-x_1)\cdot(y_0-y_1).
\end{aligned}$$

Write $p=(x_0-x_1)\cdot(y_0-y_1)$. Multiplying by $-a$ and exponentiating gives

$$K(x_0,y_1)K(x_1,y_0)=K(x_0,y_0)K(x_1,y_1)\,e^{-2ap},$$

and therefore

$$D(x,y)=K(x_0,y_0)K(x_1,y_1)\left(1-e^{-2ap}\right).$$

The two kernels are positive. For $a>0$ the bracket is positive when $p>0$, zero when $p=0$ and negative when $p<0$. So $D$ has the sign of $p$.

On a line, $p$ is the ordinary product $(x_0-x_1)(y_0-y_1)$. It vanishes only if $x_0=x_1$ or $y_0=y_1$, that is, if the two particles coincide in one of the configurations. In the plane, $p$ also vanishes when the two relative positions are perpendicular, and no particles need to meet.

## The kernel and the determinant in Lean

The type `E` is the space in which one particle moves.

```lean
import Mathlib

open scoped InnerProductSpace

namespace FreeFermionNodes

noncomputable section

variable {E : Type*} [NormedAddCommGroup E] [InnerProductSpace ℝ E]
```

The kernel is defined for every real `a`. Positivity enters later, as a hypothesis of the theorems that need it.

```lean
/-- The free-particle density matrix between positions `x` and `y`, without its
normalisation constant; `a` stands for `m / (2 ħ² τ)` at imaginary time `τ`. -/
def freeKernel (a : ℝ) (x y : E) : ℝ := Real.exp (-a * ‖x - y‖ ^ 2)
```

A configuration is a function `Fin 2 → E`, so `x 0` and `x 1` are the positions $x_0$ and $x_1$. The matrix entry in row `i` and column `j` is the kernel from `x i` to `y j`. The comment on the next definition calls its value the density matrix; the factor $\tfrac12(a/\pi)^d$ is left out.

```lean
/-- The antisymmetrised density matrix of two free fermions between the configurations
`x` and `y`, as the determinant of one-particle kernels, without normalisation. -/
def fermionDet (a : ℝ) (x y : Fin 2 → E) : ℝ :=
  (Matrix.of fun i j => freeKernel a (x i) (y j)).det
```

## The cost of an exchange

The first lemma is the identity for the squared distances. The notation `⟪u, v⟫_ℝ` is the real inner product, written $u\cdot v$ above. The proof writes each squared norm as an inner product, expands the differences, uses symmetry to put matching cross terms in the same order, and leaves the cancellation to `ring`.

```lean
/-- The squared distances of the exchanged pairing exceed those of the direct pairing by
twice the inner product of the two relative positions. -/
theorem exchange_cost (x₀ x₁ y₀ y₁ : E) :
    ‖x₀ - y₁‖ ^ 2 + ‖x₁ - y₀‖ ^ 2 - ‖x₀ - y₀‖ ^ 2 - ‖x₁ - y₁‖ ^ 2
      = 2 * ⟪x₀ - x₁, y₀ - y₁⟫_ℝ := by
  simp only [← real_inner_self_eq_norm_sq, inner_sub_left, inner_sub_right]
  rw [real_inner_comm x₀ y₁, real_inner_comm x₁ y₀, real_inner_comm x₀ y₀,
    real_inner_comm x₁ y₁]
  ring
```

The factorisation of $D$ follows, again for every real `a`. The intermediate statement `h` is the relation between the exchanged and the direct product of kernels. It is proved by collecting the exponentials and comparing exponents, where `exchange_cost` enters with the factor $-a$. The determinant is then expanded by the 2 by 2 formula, and `h` replaces its exchanged term.

```lean
/-- The unnormalised two-fermion determinant is the product of the two direct one-particle kernels
times an exchange factor, which depends on the positions only through the inner product of the two
relative positions. -/
theorem fermionDet_eq (a : ℝ) (x y : Fin 2 → E) :
    fermionDet a x y = freeKernel a (x 0) (y 0) * freeKernel a (x 1) (y 1)
      * (1 - Real.exp (-(2 * a * ⟪x 0 - x 1, y 0 - y 1⟫_ℝ))) := by
  -- the exchanged product is the direct product times a Boltzmann-like factor
  have h : freeKernel a (x 0) (y 1) * freeKernel a (x 1) (y 0)
      = freeKernel a (x 0) (y 0) * freeKernel a (x 1) (y 1)
        * Real.exp (-(2 * a * ⟪x 0 - x 1, y 0 - y 1⟫_ℝ)) := by
    simp only [freeKernel, ← Real.exp_add]
    congr 1
    linear_combination (-a) * exchange_cost (x 0) (x 1) (y 0) (y 1)
  rw [fermionDet, Matrix.det_fin_two]
  simp only [Matrix.of_apply]
  linear_combination -h
```

## The sign in any dimension and on the line

`SignType.sign` takes the values $-1$, $0$ and $1$, so one equation expresses all three cases. The theorem says that for `0 < a` the determinant and the inner product of the relative positions have equal signs. In the proof, `hK` records that the direct product of kernels is positive, and `generalize` names the inner product `p`. The three cases are those of the derivation by hand: the exponential is above 1 for negative `p`, equal to 1 for zero `p` and below 1 for positive `p`.

```lean
/-- In any dimension, for `a > 0`, the two-fermion density matrix has the sign of the inner
product of the relative positions in the two configurations. -/
theorem sign_fermionDet {a : ℝ} (ha : 0 < a) (x y : Fin 2 → E) :
    SignType.sign (fermionDet a x y) = SignType.sign ⟪x 0 - x 1, y 0 - y 1⟫_ℝ := by
  have hK : 0 < freeKernel a (x 0) (y 0) * freeKernel a (x 1) (y 1) :=
    mul_pos (Real.exp_pos _) (Real.exp_pos _)
  rw [fermionDet_eq]
  generalize ⟪x 0 - x 1, y 0 - y 1⟫_ℝ = p
  -- only the exchange factor can change sign
  rcases lt_trichotomy p 0 with hp | hp | hp
  · have h1 : 1 < Real.exp (-(2 * a * p)) :=
      Real.one_lt_exp_iff.2 (by nlinarith [mul_pos ha (neg_pos.2 hp)])
    rw [sign_neg hp, sign_neg (mul_neg_of_pos_of_neg hK (by linarith))]
  · simp [hp]
  · have h1 : Real.exp (-(2 * a * p)) < 1 :=
      Real.exp_lt_one_iff.2 (by nlinarith [mul_pos ha hp])
    rw [sign_pos hp, sign_pos (mul_pos hK (by linarith))]
```

For particles on a line the space `E` is `ℝ`, where the inner product is multiplication. The general theorem then gives the sign of the product of the relative coordinates.

```lean
/-- On a line, for `a > 0`, the two-fermion density matrix has the sign of the product of
the two relative coordinates. -/
theorem sign_fermionDet_line {a : ℝ} (ha : 0 < a) (x y : Fin 2 → ℝ) :
    SignType.sign (fermionDet a x y) = SignType.sign ((x 0 - x 1) * (y 0 - y 1)) := by
  have h : ⟪x 0 - x 1, y 0 - y 1⟫_ℝ = (x 0 - x 1) * (y 0 - y 1) := by
    simp [mul_comm]
  rw [sign_fermionDet ha, h]
```

The same result can be read as three equivalences: the determinant is positive, zero or negative exactly when $(x_0-x_1)(y_0-y_1)$ is. Each one comes from asking when the two equal signs take the value $1$, $0$ or $-1$.

```lean
/-- On a line, for `a > 0`, the two-fermion density matrix is positive, zero or negative
exactly when the product of the two relative coordinates is. -/
theorem fermionDet_line_trichotomy {a : ℝ} (ha : 0 < a) (x y : Fin 2 → ℝ) :
    (0 < fermionDet a x y ↔ 0 < (x 0 - x 1) * (y 0 - y 1)) ∧
    (fermionDet a x y = 0 ↔ (x 0 - x 1) * (y 0 - y 1) = 0) ∧
    (fermionDet a x y < 0 ↔ (x 0 - x 1) * (y 0 - y 1) < 0) := by
  have h := sign_fermionDet_line ha x y
  refine ⟨?_, ?_, ?_⟩
  · have h1 : SignType.sign (fermionDet a x y) = 1 ↔
        SignType.sign ((x 0 - x 1) * (y 0 - y 1)) = 1 := by rw [h]
    rwa [sign_eq_one_iff, sign_eq_one_iff] at h1
  · have h1 : SignType.sign (fermionDet a x y) = 0 ↔
        SignType.sign ((x 0 - x 1) * (y 0 - y 1)) = 0 := by rw [h]
    rwa [sign_eq_zero_iff, sign_eq_zero_iff] at h1
  · have h1 : SignType.sign (fermionDet a x y) = -1 ↔
        SignType.sign ((x 0 - x 1) * (y 0 - y 1)) = -1 := by rw [h]
    rwa [sign_eq_neg_one_iff, sign_eq_neg_one_iff] at h1
```

The middle equivalence locates the nodes. A node here is a zero of the density matrix as a function of both configurations, which is a different object from a node of a wavefunction. Since a product of real numbers vanishes only if one factor does, a node means `x 0 = x 1` or `y 0 = y 1`. A coincidence between a particle in `x` and a particle in `y` does not produce one.

```lean
/-- On a line, for `a > 0`, the nodes of the two-fermion density matrix are exactly the
particle coincidences in one of the two configurations. -/
theorem node_iff_coincidence {a : ℝ} (ha : 0 < a) (x y : Fin 2 → ℝ) :
    fermionDet a x y = 0 ↔ x 0 = x 1 ∨ y 0 = y 1 := by
  rw [(fermionDet_line_trichotomy ha x y).2.1, mul_eq_zero, sub_eq_zero, sub_eq_zero]
```

## A node in the plane without a coincidence

In two dimensions the statement for the line fails. Put particle 0 at $(1,0)$ in the first configuration and at $(0,1)$ in the second, with particle 1 at the origin in both. The relative positions are perpendicular, so $p=0$ and $D=0$, whatever the value of $a$.

In the Lean statement, `!₂[1, 0]` is a vector of the Euclidean plane and `![..., ...]` lists the two particles. The second and third parts of the conjunction say that particle 0 is away from the origin, hence away from particle 1, in each configuration. The proof evaluates the factorised determinant for the first part and compares one coordinate for each of the others.

```lean
/-- In the plane there are nodes without coincidence: the density matrix vanishes between
a pair separated along the first axis and a pair separated along the second. -/
theorem plane_node_without_coincidence (a : ℝ) :
    fermionDet a ![(!₂[1, 0] : EuclideanSpace ℝ (Fin 2)), 0] ![!₂[0, 1], 0] = 0 ∧
    (!₂[1, 0] : EuclideanSpace ℝ (Fin 2)) ≠ 0 ∧
    (!₂[0, 1] : EuclideanSpace ℝ (Fin 2)) ≠ 0 := by
  refine ⟨?_, ?_, ?_⟩
  · rw [fermionDet_eq]
    simp [PiLp.inner_apply, Fin.sum_univ_two]
  · intro h
    have h0 := congrArg (fun v : EuclideanSpace ℝ (Fin 2) => v.ofLp 0) h
    simp at h0
  · intro h
    have h1 := congrArg (fun v : EuclideanSpace ℝ (Fin 2) => v.ofLp 1) h
    simp at h1
```

## Signs along an imaginary-time path

Path-integral Monte Carlo samples discretised paths. When fermionic weights of both signs nearly cancel in an average, its relative statistical error is large for a given number of samples. For two non-interacting fermions on a line, with a determinant on each link, the factorisation settles the sign of every path weight.

Let a path have $M$ links and time slices $k=0,\dots,M$. Write $x_{k,0}$ and $x_{k,1}$ for the two positions at slice $k$, and $r_k=x_{k,0}-x_{k,1}$ for the relative coordinate. The link from slice $k$ to slice $k+1$ has the sign of $r_kr_{k+1}$, so the product of all links has the sign of

$$\prod_{k=0}^{M-1} r_kr_{k+1}.$$

If no $r_k$ vanishes, each intermediate relative coordinate appears squared and contributes a positive factor. What remains is the sign of $r_0r_M$. For $M=0$ the product is empty and equals 1, in agreement with $r_0^2>0$.

In Lean the letter `x` now denotes the whole path: `x k i` is the position of particle `i` at slice `k`. The sequence is formally infinite, but only slices up to `M` matter. All links share the same `a`, so the time step is uniform. The normalised weight is the product below times $(a/2\pi)^M$.

The hypothesis `hx` excludes coincidences at the slices. If the particles met at an intermediate slice, the weight would be zero, while $r_0r_M$ could still be nonzero.

The proof is an induction on the number of links. The case `zero` is the empty product. In the case `succ`, a link from slice `n` to slice `n + 1` is added. The identity `hr` regroups the factors so that the relative coordinate at slice `n` appears squared, and `hn` says that this square is positive, so it drops out of the sign.

```lean
/-- For `a > 0` and a discretised path of two fermions on a line without coincidences at any
time slice, the sign of the path weight is fixed by the first and last configurations. -/
theorem sign_path_weight {a : ℝ} (ha : 0 < a) (x : ℕ → Fin 2 → ℝ) (M : ℕ)
    (hx : ∀ k ≤ M, x k 0 ≠ x k 1) :
    SignType.sign (∏ k ∈ Finset.range M, fermionDet a (x k) (x (k + 1)))
      = SignType.sign ((x 0 0 - x 0 1) * (x M 0 - x M 1)) := by
  induction M with
  | zero =>
    have h0 : 0 < (x 0 0 - x 0 1) * (x 0 0 - x 0 1) :=
      mul_self_pos.2 (sub_ne_zero.2 (hx 0 le_rfl))
    rw [Finset.prod_range_zero, sign_pos h0, sign_pos one_pos]
  | succ n ih =>
    have hn : 0 < (x n 0 - x n 1) * (x n 0 - x n 1) :=
      mul_self_pos.2 (sub_ne_zero.2 (hx n (by omega)))
    -- the intermediate relative coordinate enters squared and drops out
    have hr : (x 0 0 - x 0 1) * (x n 0 - x n 1)
          * ((x n 0 - x n 1) * (x (n + 1) 0 - x (n + 1) 1))
        = ((x n 0 - x n 1) * (x n 0 - x n 1))
          * ((x 0 0 - x 0 1) * (x (n + 1) 0 - x (n + 1) 1)) := by ring
    rw [Finset.prod_range_succ, sign_mul, ih (fun k hk => hx k (by omega)),
      sign_fermionDet_line ha, ← sign_mul, hr, sign_mul, sign_pos hn, one_mul]
```

A closed path satisfies `x M = x 0`, meaning that each numbered particle returns to its starting position. Then $r_M=r_0$, and the weight has the sign of $r_0^2$, which is positive. The proof follows this substitution. The result holds path by path; it concerns the integrand of the discretised path integral and involves no integration over paths.

```lean
/-- For `a > 0`, a discretised path of two free fermions on a line has a strictly positive weight if
each numbered particle returns to its starting position and there is no coincidence at any time
slice. -/
theorem closed_path_weight_pos {a : ℝ} (ha : 0 < a) (x : ℕ → Fin 2 → ℝ) (M : ℕ)
    (hx : ∀ k ≤ M, x k 0 ≠ x k 1) (hclosed : x M = x 0) :
    0 < ∏ k ∈ Finset.range M, fermionDet a (x k) (x (k + 1)) := by
  apply sign_eq_one_iff.1
  rw [sign_path_weight ha x M hx, hclosed]
  exact sign_pos (mul_self_pos.2 (sub_ne_zero.2 (hx 0 (Nat.zero_le M))))

end

end FreeFermionNodes
```

```lean
#print axioms FreeFermionNodes.node_iff_coincidence
-- 'FreeFermionNodes.node_iff_coincidence' depends on axioms: [propext, Classical.choice, Quot.sound]
#print axioms FreeFermionNodes.plane_node_without_coincidence
-- 'FreeFermionNodes.plane_node_without_coincidence' depends on axioms: [propext, Classical.choice, Quot.sound]
#print axioms FreeFermionNodes.closed_path_weight_pos
-- 'FreeFermionNodes.closed_path_weight_pos' depends on axioms: [propext, Classical.choice, Quot.sound]
```
